# Radii with R_i + R_j = d_ij on four atoms exist exactly when the three sums of opposite distances agree

Take four atoms, labelled 0 to 3, with real symmetric distances d_ij = d_ji. Put a sphere of radius R_i around each atom, and say that the spheres touch if R_i + R_j = d_ij for all six pairs. That makes six equations for four unknowns, so the distances must satisfy some condition. I believe that it is

d_01 + d_23 = d_02 + d_13 = d_03 + d_12,

that the radii are then unique, and that they are positive if all strict triangle inequalities hold. Can this be made rigorous, with a proof checked in Lean 4 over Mathlib?

## Radii, distances and opposite pairs

Yes, and the positivity statement also holds in the other direction. The radii are real numbers with no sign imposed, so positivity is something to prove. Only distances between different atoms enter. Two pairs are opposite if together they use all four atoms, as 01 and 23 do. The strict triangle inequalities are

d_jk < d_ij + d_ik for all distinct i, j, k.

For atoms at distinct points in space, they say that no three atoms lie on a line.

In augmented-wave and multiple-scattering methods that surround atoms with non-overlapping spheres, the result tells when all spheres of an isolated four-atom cluster can be in contact at once; it concerns this geometry only, and not the matching of wave functions at the sphere surfaces.

## A triangle fixes its three radii

Let i, j, k be distinct atoms with touching spheres. Add the equations for the pairs ij and ik, and subtract the one for jk:

(R_i + R_j) + (R_i + R_k) − (R_j + R_k) = d_ij + d_ik − d_jk.

The left side is 2R_i, so

R_i = (d_ij + d_ik − d_jk)/2.

With at least three atoms, every atom belongs to such a triangle, so its radius is determined by the distances. The formula also shows that R_i > 0 is the same as d_jk < d_ij + d_ik. Hence all radii are positive exactly when all strict triangle inequalities hold.

## The fourth atom brings the condition

If the four spheres touch, each sum of opposite distances equals R_0 + R_1 + R_2 + R_3, so the three sums agree.

Conversely, suppose that they agree. Set

R_0 = (d_01 + d_02 − d_12)/2

R_1 = (d_01 + d_12 − d_02)/2

R_2 = (d_02 + d_12 − d_01)/2

R_3 = d_03 − R_0.

Adding the first three in pairs gives d_01, d_02 and d_12, and the pair 03 holds by the choice of R_3. Two equations remain:

R_1 + R_3 = d_03 + (R_1 − R_0) = d_03 + d_12 − d_02 = d_13

R_2 + R_3 = d_03 + (R_2 − R_0) = d_03 + d_12 − d_01 = d_23.

The last step in each line uses the equality of the sums.

## More than four atoms

For larger collections, write d(x, y) for the distance between atoms x and y. Touching radii exist exactly when, for every four distinct atoms i, j, k, l,

d(i, j) + d(k, l) = d(i, k) + d(j, l).

Necessity is as before: both sides are the sum of the four radii. For sufficiency, fix three distinct atoms a, b, c. If x, x' and y are distinct and differ from a, the condition for a, x, x', y rearranges to

d(a, x) − d(x, y) = d(a, x') − d(x', y).

Adding d(a, y) to both sides shows that d(a, x) + d(a, y) − d(x, y) is unchanged when x is exchanged for x'. Any pair of partners of a can be turned into the pair b, c by such exchanges, so this quantity always has the same value, 2g, with

g = (d(a, b) + d(a, c) − d(b, c))/2.

Now set R_a = g, and R_x = d(a, x) − g for every other atom x. Then R_a + R_x = d(a, x), and for distinct x and y other than a

R_x + R_y = d(a, x) + d(a, y) − 2g = d(x, y).

The smallest cases show where the condition and the uniqueness begin. With three atoms there are no four distinct atoms to test, so touching radii always exist, and the triangle formula gives them. With two atoms, R_0 = t and R_1 = d_01 − t work for every real t, so uniqueness fails.

## A pyramid and a square

Let an apex atom 0 lie at distance r from three base atoms, which are at distance s from each other. Every sum of opposite distances is r + s, so touching radii exist. The triangle formula gives s/2 for each base atom and r − s/2 for the apex.

For a square of side a > 0 with corners 0, 1, 2, 3 in order, two opposite sides add up to 2a and the two diagonals to 2√2 a. These differ, so no touching radii exist.

## The Lean file

```lean
import Mathlib

namespace TouchingSpheres

variable {ι : Type*}

/-- Spheres of radii `R` around the atoms touch pairwise: for any two distinct atoms the
radii add up to the interatomic distance. -/
def Touching (d : ι → ι → ℝ) (R : ι → ℝ) : Prop :=
  ∀ i j, i ≠ j → R i + R j = d i j

/-- In a triple of touching spheres, each radius is fixed by the three distances. -/
theorem radius_eq {d : ι → ι → ℝ} {R : ι → ℝ} (h : Touching d R) {i j k : ι}
    (hij : i ≠ j) (hik : i ≠ k) (hjk : j ≠ k) :
    R i = (d i j + d i k - d j k) / 2 := by
  linarith [h i j hij, h i k hik, h j k hjk]

/-- With at least three atoms, the distances admit at most one set of touching radii. -/
theorem radii_unique {d : ι → ι → ℝ} {R S : ι → ℝ} {a b c : ι}
    (hab : a ≠ b) (hac : a ≠ c) (hbc : b ≠ c)
    (hR : Touching d R) (hS : Touching d S) : R = S := by
  have ha : R a = S a := by
    rw [radius_eq hR hab hac hbc, radius_eq hS hab hac hbc]
  funext i
  by_cases hi : i = a
  · rw [hi, ha]
  · linarith [hR i a hi, hS i a hi]

/-- With at least three atoms, touching radii are all positive exactly when every triple of
distinct atoms satisfies the strict triangle inequalities. -/
theorem radii_pos_iff {d : ι → ι → ℝ} {R : ι → ℝ} {a b c : ι}
    (hab : a ≠ b) (hac : a ≠ c) (hbc : b ≠ c) (hR : Touching d R) :
    (∀ i, 0 < R i) ↔
      ∀ i j k, i ≠ j → i ≠ k → j ≠ k → d j k < d i j + d i k := by
  constructor
  · intro hpos i j k hij hik hjk
    linarith [hpos i, radius_eq hR hij hik hjk]
  · intro htri i
    -- if atom `i` has two distinct partners, its radius is positive
    have key : ∀ j k, i ≠ j → i ≠ k → j ≠ k → 0 < R i := by
      intro j k hij hik hjk
      linarith [htri i j k hij hik hjk, radius_eq hR hij hik hjk]
    by_cases hia : i = a
    · exact key b c (fun h => hab (hia.symm.trans h)) (fun h => hac (hia.symm.trans h)) hbc
    · by_cases hib : i = b
      · exact key a c hia (fun h => hbc (hib.symm.trans h)) hac
      · exact key a b hia hib hab

/-- For four atoms with symmetric distances, touching means six equations, one per pair. -/
theorem touching_four_iff {d : Fin 4 → Fin 4 → ℝ} (hd : ∀ i j, d i j = d j i)
    (R : Fin 4 → ℝ) :
    Touching d R ↔ R 0 + R 1 = d 0 1 ∧ R 0 + R 2 = d 0 2 ∧ R 0 + R 3 = d 0 3 ∧
      R 1 + R 2 = d 1 2 ∧ R 1 + R 3 = d 1 3 ∧ R 2 + R 3 = d 2 3 := by
  constructor
  · intro h
    exact ⟨h 0 1 (by decide), h 0 2 (by decide), h 0 3 (by decide),
      h 1 2 (by decide), h 1 3 (by decide), h 2 3 (by decide)⟩
  · rintro ⟨h01, h02, h03, h12, h13, h23⟩ i j hij
    fin_cases i <;> fin_cases j <;> first
      | exact absurd rfl hij
      | exact h01
      | exact h02
      | exact h03
      | exact h12
      | exact h13
      | exact h23
      | exact (add_comm _ _).trans (h01.trans (hd _ _))
      | exact (add_comm _ _).trans (h02.trans (hd _ _))
      | exact (add_comm _ _).trans (h03.trans (hd _ _))
      | exact (add_comm _ _).trans (h12.trans (hd _ _))
      | exact (add_comm _ _).trans (h13.trans (hd _ _))
      | exact (add_comm _ _).trans (h23.trans (hd _ _))

/-- Four atoms with symmetric distances admit touching radii (real numbers of any sign) exactly when
the three sums of opposite distances agree. The radii are then unique, and they are all positive
exactly when all strict triangle inequalities hold. -/
theorem four_touching_spheres {d : Fin 4 → Fin 4 → ℝ} (hd : ∀ i j, d i j = d j i) :
    ((∃ R, Touching d R) ↔
      d 0 1 + d 2 3 = d 0 2 + d 1 3 ∧ d 0 2 + d 1 3 = d 0 3 + d 1 2) ∧
    (∀ R S, Touching d R → Touching d S → R = S) ∧
    (∀ R, Touching d R → ((∀ i, 0 < R i) ↔
      ∀ i j k, i ≠ j → i ≠ k → j ≠ k → d j k < d i j + d i k)) := by
  have h01 : (0 : Fin 4) ≠ 1 := by decide
  have h02 : (0 : Fin 4) ≠ 2 := by decide
  have h12 : (1 : Fin 4) ≠ 2 := by decide
  refine ⟨⟨?_, ?_⟩, fun R S hR hS => radii_unique h01 h02 h12 hR hS,
    fun R hR => radii_pos_iff h01 h02 h12 hR⟩
  · rintro ⟨R, hR⟩
    obtain ⟨e01, e02, e03, e12, e13, e23⟩ := (touching_four_iff hd R).1 hR
    constructor <;> linarith
  · rintro ⟨hA, hB⟩
    have key : ∀ r0 r1 r2 r3 : ℝ, r0 + r1 = d 0 1 → r0 + r2 = d 0 2 → r0 + r3 = d 0 3 →
        r1 + r2 = d 1 2 → r1 + r3 = d 1 3 → r2 + r3 = d 2 3 → ∃ R, Touching d R :=
      fun r0 r1 r2 r3 e1 e2 e3 e4 e5 e6 =>
        ⟨![r0, r1, r2, r3], (touching_four_iff hd _).2 ⟨e1, e2, e3, e4, e5, e6⟩⟩
    -- the first three radii come from the triangle 0, 1, 2, the last from the pair 0, 3
    apply key ((d 0 1 + d 0 2 - d 1 2) / 2) ((d 0 1 + d 1 2 - d 0 2) / 2)
      ((d 0 2 + d 1 2 - d 0 1) / 2) (d 0 3 - (d 0 1 + d 0 2 - d 1 2) / 2) <;> linarith

/-- For any collection of at least three atoms with symmetric distances, touching radii exist
exactly when the sums of opposite distances agree for every four distinct atoms. -/
theorem exists_touching_iff {d : ι → ι → ℝ} (hd : ∀ i j, d i j = d j i) {a b c : ι}
    (hab : a ≠ b) (hac : a ≠ c) (hbc : b ≠ c) :
    (∃ R, Touching d R) ↔ ∀ i j k l, i ≠ j → i ≠ k → i ≠ l → j ≠ k → j ≠ l → k ≠ l →
      d i j + d k l = d i k + d j l := by
  classical
  constructor
  · rintro ⟨R, hR⟩ i j k l hij hik _ _ hjl hkl
    linarith [hR i j hij, hR k l hkl, hR i k hik, hR j l hjl]
  · intro h
    -- one partner of atom `a` may be exchanged for another
    have swap : ∀ x x' y, x ≠ a → x' ≠ a → y ≠ a → x ≠ y → x' ≠ y →
        d a x - d x y = d a x' - d x' y := by
      intro x x' y hx hx' hy hxy hxy'
      by_cases e : x = x'
      · rw [e]
      · linarith [h a x x' y hx.symm hx'.symm hy.symm e hxy hxy']
    -- hence every pair of partners predicts the same radius for `a`
    have key : ∀ x y, x ≠ a → y ≠ a → x ≠ y →
        d a x + d a y - d x y = d a b + d a c - d b c := by
      intro x y hx hy hxy
      by_cases e : y = b
      · rw [e]
        linarith [swap x c b hx hac.symm hab.symm (fun t => hxy (t.trans e.symm)) hbc.symm,
          hd c b]
      · linarith [swap x b y hx hab.symm hy hxy (Ne.symm e),
          swap y c b hy hac.symm hab.symm e hbc.symm, hd c b, hd y b]
    obtain ⟨g, hg⟩ : ∃ g, g = (d a b + d a c - d b c) / 2 := ⟨_, rfl⟩
    refine ⟨fun x => if x = a then g else d a x - g, ?_⟩
    intro x y hxy
    change (if x = a then g else d a x - g) + (if y = a then g else d a y - g) = d x y
    by_cases hx : x = a
    · have hy : y ≠ a := fun t => hxy (hx.trans t.symm)
      rw [if_pos hx, if_neg hy, hx]
      ring
    · by_cases hy : y = a
      · rw [if_neg hx, if_pos hy, hy, hd x a]
        ring
      · rw [if_neg hx, if_neg hy]
        linarith [key x y hx hy hxy]

/-- Distances in a trigonal pyramid: the apex atom `0` is at distance `r` from three base atoms,
which are at distance `s` from each other. The values for `i = j` are not distances. -/
def pyramidDist (r s : ℝ) (i j : Fin 4) : ℝ :=
  if i = 0 ∨ j = 0 then r else s

/-- In a trigonal pyramid the spheres touch exactly when the apex radius is `r - s / 2` and
each base radius is `s / 2`. -/
theorem pyramid_touching_iff (r s : ℝ) (R : Fin 4 → ℝ) :
    Touching (pyramidDist r s) R ↔ R = fun i => if i = 0 then r - s / 2 else s / 2 := by
  have hT : Touching (pyramidDist r s) (fun i => if i = 0 then r - s / 2 else s / 2) := by
    intro i j hij
    by_cases hi : i = 0 <;> by_cases hj : j = 0
    · exact absurd (hi.trans hj.symm) hij
    all_goals simp [pyramidDist, hi, hj]
  constructor
  · intro hR
    exact radii_unique (a := 0) (b := 1) (c := 2) (by decide) (by decide) (by decide) hR hT
  · rintro rfl
    exact hT

/-- Four atoms at the corners of a square of side `a` admit no touching radii; two opposite
sides and the two diagonals suffice to exclude them. -/
theorem square_not_touching {d : Fin 4 → Fin 4 → ℝ} {a : ℝ} (ha : 0 < a)
    (h01 : d 0 1 = a) (h23 : d 2 3 = a)
    (h02 : d 0 2 = √2 * a) (h13 : d 1 3 = √2 * a) : ¬ ∃ R, Touching d R := by
  rintro ⟨R, hR⟩
  have e01 := hR 0 1 (by decide)
  have e23 := hR 2 3 (by decide)
  have e02 := hR 0 2 (by decide)
  have e13 := hR 1 3 (by decide)
  have hs : (1 : ℝ) < √2 := Real.lt_sqrt_of_sq_lt (by norm_num)
  -- the diagonals are together longer than two opposite sides
  have hlt : 0 < (√2 - 1) * a := mul_pos (by linarith) ha
  linarith

end TouchingSpheres
```

```lean
#print axioms TouchingSpheres.four_touching_spheres
-- 'TouchingSpheres.four_touching_spheres' depends on axioms: [propext, Classical.choice, Quot.sound]
#print axioms TouchingSpheres.exists_touching_iff
-- 'TouchingSpheres.exists_touching_iff' depends on axioms: [propext, Classical.choice, Quot.sound]
#print axioms TouchingSpheres.pyramid_touching_iff
-- 'TouchingSpheres.pyramid_touching_iff' depends on axioms: [propext, Classical.choice, Quot.sound]
#print axioms TouchingSpheres.square_not_touching
-- 'TouchingSpheres.square_not_touching' depends on axioms: [propext, Classical.choice, Quot.sound]
```

## What the theorems say

The type `ι` is the set of atoms, `d : ι → ι → ℝ` is the distance table and `R : ι → ℝ` assigns the radii. `Touching d R` requires the sum rule for all distinct atoms and leaves the diagonal of `d` free. The table need not come from points in space: neither positivity nor the triangle inequality is assumed. Symmetry is the hypothesis `hd`, present only where it is used.

`four_touching_spheres` takes the atoms from `Fin 4` and has three parts. The first is the equivalence between the existence of touching radii and the two equalities among the sums. The second says that any two sets of touching radii coincide. The third says that touching radii are all positive if and only if all strict triangle inequalities hold.

`exists_touching_iff` is the criterion for any collection with three distinct atoms `a`, `b`, `c`, finite or infinite. It states one equality per ordered choice of four atoms; the other orderings supply the rest.

`pyramid_touching_iff` says that the radii given above are the touching radii of the pyramid and that there are no others, for all real `r` and `s`. `square_not_touching` assumes only the lengths of two opposite sides and of the two diagonals. Periodic images are not modelled, and neither are structures in which only nearest neighbours touch.

## How the proofs follow the algebra

`radius_eq` is the triangle formula; `linarith` combines the three contact equations. `radii_unique` applies it to atom `a` for both sets of radii, then obtains every other radius from its contact with `a`. `radii_pos_iff` reads the formula in both directions. Its case distinction finds two partners for each atom among `a`, `b` and `c`.

`touching_four_iff` reduces touching to six equations. In the direction back to `Touching`, `fin_cases` runs through all ordered pairs: equal atoms are excluded by hypothesis, and reversed pairs follow from the symmetry of `d`.

In `four_touching_spheres`, necessity is linear arithmetic on the six equations. For sufficiency, the local statement `key` turns four numbers satisfying these equations into touching radii. It receives the values of R_0 to R_3 derived above, and `linarith` verifies each equation.

In `exists_touching_iff`, `swap` is the exchange of one partner of `a`, and `key` chains exchanges until the pair is `b`, `c`. If `y` is already `b`, one exchange and symmetry suffice; otherwise there are two. The proof then defines the radii from `g` and checks separately the pairs that contain `a` and those that do not.

For the pyramid, `hT` verifies the proposed radii, and `radii_unique` excludes all others. For the square, touching would make the two sums equal, which contradicts (√2 − 1)a > 0.
